# Unitary mixing of orbitals conserves the sum of all exchange integrals

## Orbitals as rows of a matrix

Here the orbitals are the rows of a complex matrix $u$: the entry $u_a(x)$ is the value of orbital $a$ at point $x$ of a finite grid. A mixture with coefficients $U_{ab}$,

$$w_a(x)=\sum_b U_{ab}\,u_b(x),$$

is then the matrix product $Uu$, and orthonormality reads $uu^\dagger=1$. Non-negative quadrature weights can be absorbed by multiplying each orbital value by the square root of its weight. The interaction is a real kernel $v(x,y)$ with a finite value at every pair of points, so a Coulomb kernel needs a finite value assigned at $x=y$.

## Self-repulsion and exchange

The self-repulsion of orbital $a$ and the exchange integral of orbitals $a$ and $b$ are

$$J_{aa}=\sum_{x,y}v(x,y)\,|u_a(x)|^2|u_a(y)|^2,$$

$$K_{ab}=\sum_{x,y}v(x,y)\,u_a^*(x)u_b(x)\,u_b^*(y)u_a(y).$$

Edmiston-Ruedenberg localisation looks for the unitary mixture with the largest total self-repulsion $S=\sum_a J_{aa}$. Let $D=\sum_{a\ne b}K_{ab}$ be the off-diagonal exchange, summed over ordered pairs. For unitary $U$ the balance is

$$S(w)-S(u)=D(u)-D(w).$$

For a finite set of orbitals on a finite grid, this turns the Edmiston-Ruedenberg criterion into a statement about exchange.

## What the theorems state

In Lean, `n` labels the orbitals and `X` the grid points, both finite. The matrix `u : Matrix n X ℂ` holds the orbitals, `U * u` is the mixture, and `hU` says that `U` is unitary. The objects `coulombSelf`, `exchange`, `selfRepulsion` and `offDiagExchange` are $J_{aa}$, $K_{ab}$, $S$ and $D$.

Self-repulsion is defined as a real number and exchange as a complex one. The equality $K_{aa}=J_{aa}$ is therefore a theorem, and the balance `selfRepulsion_gain` is an equation between complex numbers.

Neither the invariance `sum_exchange_mix` nor the balance assumes orthonormal orbitals or a symmetric kernel. Two separate lemmas supply the usual physical setting: `orthonormal_mix` shows that mixing preserves orthonormality, and `exchange_im` shows that each $K_{ab}$ is real when $v(x,y)=v(y,x)$.

The theorem `localised_iff_min_exchange` compares global optima over all complex unitary matrices. It doesn't say how to find an optimum, whether it is unique, or how compact the resulting orbitals are in space.

## The density matrix carries the invariance

Define the one-particle density matrix by

$$\gamma_u(x,y)=\sum_a u_a^*(x)u_a(y),\qquad \gamma_u=u^\dagger u.$$

This convention puts the complex conjugate on the first argument. The name fits a Slater determinant of orthonormal orbitals that hold one electron each; if each holds two, the spin-summed density matrix is $2\gamma_u$. For the mixture,

$$\gamma_w(x,y)=\sum_{b,c}\Big(\sum_a U_{ab}^*U_{ac}\Big)u_b^*(x)u_c(y)=\sum_b u_b^*(x)u_b(y)=\gamma_u(x,y),$$

because the bracket is $(U^\dagger U)_{bc}=\delta_{bc}$. The squared modulus of $\gamma_u$ is a double sum over orbitals:

$$|\gamma_u(x,y)|^2=\sum_{a,b}u_a^*(x)u_a(y)\,u_b(x)u_b^*(y).$$

Multiplying by $v(x,y)$ and summing over the grid gives

$$\sum_{a,b}K_{ab}=\sum_{x,y}v(x,y)\,|\gamma_u(x,y)|^2.$$

The right-hand side depends on the orbitals only through $\gamma_u$, so the total exchange is the same for $u$ and $w$.

Setting $b=a$ in $K_{ab}$ gives $K_{aa}=J_{aa}$. The total exchange is therefore $S+D$, and $S(w)+D(w)=S(u)+D(u)$ rearranges to the balance.

The same identities show that $D$ is real for every real kernel, since it is the difference of two real numbers. For a symmetric kernel each term is real by itself: conjugating $K_{ab}$ and exchanging the names $x$ and $y$ returns $K_{ab}$.

## Best mixtures and an upper bound

Since $S+D$ has the same value for all unitary mixtures of $u$, one mixture has a larger $S$ than another exactly when it has a smaller $D$. A mixture therefore maximises the self-repulsion if and only if it minimises the off-diagonal exchange.

The total exchange is an upper bound on $S$ under a condition on the kernel: $\sum_{x,y}v(x,y)f(x)f(y)\ge0$ for every real function $f$. Physically, no real charge distribution has negative self-energy. A Coulomb kernel on a grid meets this condition only if the values assigned at $x=y$ are large enough: with zeros there, charges $+1$ and $-1$ at two different points $x$ and $y$ give $-2v(x,y)<0$. Write the overlap density of two mixed orbitals as $w_a^*(x)w_b(x)=p(x)+iq(x)$ with $p$ and $q$ real. Then

$$\operatorname{Re}K_{ab}=\sum_{x,y}v(x,y)\,[p(x)p(y)+q(x)q(y)]\ge0.$$

Hence $D(w)\ge0$, and

$$S(w)\le\sum_{x,y}v(x,y)\,|\gamma_u(x,y)|^2.$$

The bound is computed from the original orbitals and holds for every unitary mixture of them.

## In a localisation program

A program that stores orbitals as columns of a coefficient matrix $C$ applies the mixture as $C\to CU^{\mathsf T}$. A common scheme rotates two orbitals at a time and monitors $\sum_a J_{aa}$, which in charge-density notation is $\sum_a(aa|aa)$.

Evaluating $\sum_{a,b}K_{ab}$ before and after the rotations gives a consistency check: the two values should agree up to rounding if the same integrals are used throughout. A discrepancy can reveal a rotation that is not unitary. Agreement says nothing about whether the maximum has been reached.

Many programs use real orbitals and real orthogonal rotations. These are unitary, so the balance applies to each of them. Their optimum is taken over a smaller set than the one in `localised_iff_min_exchange`, but the same subtraction relates the two criteria there.

## The Lean file

```lean
import Mathlib

open Matrix

namespace EdmistonRuedenbergExchange

noncomputable section

variable {n X : Type*} [Fintype n] [DecidableEq n] [Fintype X]

/-- The one-particle density matrix on the grid, `γ(x,y) = ∑ₐ uₐ*(x) uₐ(y)`;
the orbitals are the rows of `u`. -/
def density (u : Matrix n X ℂ) : Matrix X X ℂ := uᴴ * u

/-- The exchange integral `K_ab` of orbitals `a` and `b` with the real kernel `v`. -/
def exchange (v : X → X → ℝ) (u : Matrix n X ℂ) (a b : n) : ℂ :=
  ∑ x, ∑ y, (v x y : ℂ) * (star (u a x) * u b x) * (star (u b y) * u a y)

/-- The self-repulsion `J_aa` of the density of orbital `a`. -/
def coulombSelf (v : X → X → ℝ) (u : Matrix n X ℂ) (a : n) : ℝ :=
  ∑ x, ∑ y, v x y * ‖u a x‖ ^ 2 * ‖u a y‖ ^ 2

/-- The total self-repulsion `∑ₐ J_aa`. -/
def selfRepulsion (v : X → X → ℝ) (u : Matrix n X ℂ) : ℝ := ∑ a, coulombSelf v u a

/-- The sum of the exchange integrals `K_ab` over all ordered pairs `a ≠ b`. -/
def offDiagExchange (v : X → X → ℝ) (u : Matrix n X ℂ) : ℂ :=
  ∑ a, ∑ b ∈ Finset.univ.erase a, exchange v u a b

/-- A unitary mixture of orthonormal orbitals is orthonormal. -/
theorem orthonormal_mix {U : Matrix n n ℂ} (hU : U ∈ Matrix.unitaryGroup n ℂ)
    {u : Matrix n X ℂ} (hu : u * uᴴ = 1) : (U * u) * (U * u)ᴴ = 1 := by
  have h : U * Uᴴ = 1 := Matrix.mem_unitaryGroup_iff.mp hU
  rw [Matrix.conjTranspose_mul, Matrix.mul_assoc, ← Matrix.mul_assoc u, hu,
    Matrix.one_mul, h]

omit [Fintype X] in
/-- Unitary mixing of the orbitals leaves the one-particle density matrix unchanged. -/
theorem density_mix {U : Matrix n n ℂ} (hU : U ∈ Matrix.unitaryGroup n ℂ)
    (u : Matrix n X ℂ) : density (U * u) = density u := by
  have h : Uᴴ * U = 1 := Matrix.mem_unitaryGroup_iff'.mp hU
  unfold density
  rw [Matrix.conjTranspose_mul, Matrix.mul_assoc, ← Matrix.mul_assoc Uᴴ, h, Matrix.one_mul]

omit [Fintype n] [DecidableEq n] in
/-- The exchange integral of an orbital with itself is its self-repulsion. -/
theorem exchange_self (v : X → X → ℝ) (u : Matrix n X ℂ) (a : n) :
    exchange v u a a = (coulombSelf v u a : ℂ) := by
  have h : ∀ z : ℂ, star z * z = (‖z‖ : ℂ) ^ 2 := fun z => Complex.conj_mul' z
  unfold exchange coulombSelf
  push_cast
  refine Finset.sum_congr rfl fun x _ => Finset.sum_congr rfl fun y _ => ?_
  rw [h, h]

omit [Fintype n] [DecidableEq n] in
/-- For a symmetric kernel every exchange integral is real. -/
theorem exchange_im (v : X → X → ℝ) (hv : ∀ x y, v x y = v y x)
    (u : Matrix n X ℂ) (a b : n) : (exchange v u a b).im = 0 := by
  apply Complex.conj_eq_iff_im.mp
  unfold exchange
  simp only [map_sum, map_mul, Complex.conj_ofReal]
  -- conjugation amounts to exchanging the two particles
  rw [Finset.sum_comm]
  refine Finset.sum_congr rfl fun x _ => Finset.sum_congr rfl fun y _ => ?_
  rw [hv y x]
  simp only [starRingEnd_apply, star_star]
  ring

omit [DecidableEq n] in
/-- The sum of all exchange integrals is the kernel summed over all pairs of grid points, weighted
by the squared modulus of the one-particle density matrix. -/
theorem sum_exchange (v : X → X → ℝ) (u : Matrix n X ℂ) :
    ∑ a, ∑ b, exchange v u a b
      = ((∑ x, ∑ y, v x y * ‖density u x y‖ ^ 2 : ℝ) : ℂ) := by
  -- expand the squared modulus as a double sum over orbitals
  have key : ∀ x y, ((v x y * ‖density u x y‖ ^ 2 : ℝ) : ℂ)
      = ∑ a, ∑ b, (v x y : ℂ) * (star (u a x) * u b x) * (star (u b y) * u a y) := by
    intro x y
    have h : (‖density u x y‖ : ℂ) ^ 2 = density u x y * star (density u x y) :=
      (Complex.mul_conj' _).symm
    have g : density u x y = ∑ a, star (u a x) * u a y := rfl
    push_cast
    rw [h, g, star_sum, Finset.sum_mul_sum, Finset.mul_sum]
    refine Finset.sum_congr rfl fun a _ => ?_
    rw [Finset.mul_sum]
    refine Finset.sum_congr rfl fun b _ => ?_
    rw [star_mul', star_star]
    ring
  -- move the grid sums outside the orbital sums
  have swap : ∀ F : n → n → X → X → ℂ,
      ∑ a, ∑ b, ∑ x, ∑ y, F a b x y = ∑ x, ∑ y, ∑ a, ∑ b, F a b x y := by
    intro F
    calc ∑ a, ∑ b, ∑ x, ∑ y, F a b x y
        = ∑ a, ∑ x, ∑ b, ∑ y, F a b x y :=
          Finset.sum_congr rfl fun a _ => Finset.sum_comm
      _ = ∑ x, ∑ a, ∑ b, ∑ y, F a b x y := Finset.sum_comm
      _ = ∑ x, ∑ a, ∑ y, ∑ b, F a b x y :=
          Finset.sum_congr rfl fun x _ => Finset.sum_congr rfl fun a _ => Finset.sum_comm
      _ = ∑ x, ∑ y, ∑ a, ∑ b, F a b x y :=
          Finset.sum_congr rfl fun x _ => Finset.sum_comm
  simp only [Complex.ofReal_sum, key]
  exact swap fun a b x y =>
    (v x y : ℂ) * (star (u a x) * u b x) * (star (u b y) * u a y)

/-- The sum of all exchange integrals is invariant under unitary mixing of the orbitals. -/
theorem sum_exchange_mix (v : X → X → ℝ) {U : Matrix n n ℂ}
    (hU : U ∈ Matrix.unitaryGroup n ℂ) (u : Matrix n X ℂ) :
    ∑ a, ∑ b, exchange v (U * u) a b = ∑ a, ∑ b, exchange v u a b := by
  rw [sum_exchange, sum_exchange, density_mix hU]

/-- The sum of all exchange integrals is the total self-repulsion plus the
off-diagonal exchange. -/
theorem sum_exchange_split (v : X → X → ℝ) (u : Matrix n X ℂ) :
    ∑ a, ∑ b, exchange v u a b = (selfRepulsion v u : ℂ) + offDiagExchange v u := by
  unfold selfRepulsion offDiagExchange
  rw [Complex.ofReal_sum, ← Finset.sum_add_distrib]
  refine Finset.sum_congr rfl fun a _ => ?_
  rw [← exchange_self]
  exact (Finset.add_sum_erase _ (fun b => exchange v u a b) (Finset.mem_univ a)).symm

/-- Under unitary mixing of the orbitals the total self-repulsion rises by exactly the
amount by which the off-diagonal exchange falls. -/
theorem selfRepulsion_gain (v : X → X → ℝ) {U : Matrix n n ℂ}
    (hU : U ∈ Matrix.unitaryGroup n ℂ) (u : Matrix n X ℂ) :
    ((selfRepulsion v (U * u) - selfRepulsion v u : ℝ) : ℂ)
      = offDiagExchange v u - offDiagExchange v (U * u) := by
  have h := sum_exchange_mix v hU u
  rw [sum_exchange_split, sum_exchange_split] at h
  push_cast
  linear_combination h

/-- A unitary mixture maximises the total self-repulsion among all unitary mixtures
if and only if it minimises the (real part of the) off-diagonal exchange. -/
theorem localised_iff_min_exchange (v : X → X → ℝ) {U : Matrix n n ℂ}
    (hU : U ∈ Matrix.unitaryGroup n ℂ) (u : Matrix n X ℂ) :
    (∀ V ∈ Matrix.unitaryGroup n ℂ, selfRepulsion v (V * u) ≤ selfRepulsion v (U * u)) ↔
    (∀ V ∈ Matrix.unitaryGroup n ℂ,
      (offDiagExchange v (U * u)).re ≤ (offDiagExchange v (V * u)).re) := by
  have h : ∀ V ∈ Matrix.unitaryGroup n ℂ, selfRepulsion v (V * u) - selfRepulsion v u
      = (offDiagExchange v u).re - (offDiagExchange v (V * u)).re := by
    intro V hV
    have e := congrArg Complex.re (selfRepulsion_gain v hV u)
    rwa [Complex.ofReal_re, Complex.sub_re] at e
  have hU' := h U hU
  constructor
  · intro H V hV
    linarith [H V hV, h V hV]
  · intro H V hV
    linarith [H V hV, h V hV]

/-- For a positive semidefinite kernel the total self-repulsion of every unitary mixture
is at most the total exchange, written with the density matrix of the original orbitals. -/
theorem selfRepulsion_le (v : X → X → ℝ)
    (hv : ∀ f : X → ℝ, 0 ≤ ∑ x, ∑ y, v x y * f x * f y) {U : Matrix n n ℂ}
    (hU : U ∈ Matrix.unitaryGroup n ℂ) (u : Matrix n X ℂ) :
    selfRepulsion v (U * u) ≤ ∑ x, ∑ y, v x y * ‖density u x y‖ ^ 2 := by
  -- each exchange integral is the self-energy of a complex overlap density
  have pos : ∀ (w : Matrix n X ℂ) (a b : n), 0 ≤ (exchange v w a b).re := by
    intro w a b
    have e : (exchange v w a b).re
        = (∑ x, ∑ y, v x y * (star (w a x) * w b x).re * (star (w a y) * w b y).re)
        + ∑ x, ∑ y, v x y * (star (w a x) * w b x).im * (star (w a y) * w b y).im := by
      unfold exchange
      simp only [Complex.re_sum, ← Finset.sum_add_distrib]
      refine Finset.sum_congr rfl fun x _ => Finset.sum_congr rfl fun y _ => ?_
      simp only [Complex.mul_re, Complex.mul_im, Complex.star_def, Complex.conj_re,
        Complex.conj_im, Complex.ofReal_re, Complex.ofReal_im]
      ring
    rw [e]
    exact add_nonneg (hv fun x => (star (w a x) * w b x).re)
      (hv fun x => (star (w a x) * w b x).im)
  have off : 0 ≤ (offDiagExchange v (U * u)).re := by
    unfold offDiagExchange
    simp only [Complex.re_sum]
    exact Finset.sum_nonneg fun a _ => Finset.sum_nonneg fun b _ => pos _ a b
  have h := sum_exchange_split v (U * u)
  rw [sum_exchange, density_mix hU] at h
  have e := congrArg Complex.re h
  rw [Complex.ofReal_re, Complex.add_re, Complex.ofReal_re] at e
  linarith

end

end EdmistonRuedenbergExchange
```

```lean
#print axioms EdmistonRuedenbergExchange.exchange_im
#print axioms EdmistonRuedenbergExchange.sum_exchange_mix
#print axioms EdmistonRuedenbergExchange.localised_iff_min_exchange
#print axioms EdmistonRuedenbergExchange.selfRepulsion_le
```

```
'EdmistonRuedenbergExchange.exchange_im' depends on axioms: [propext, Classical.choice, Quot.sound]
'EdmistonRuedenbergExchange.sum_exchange_mix' depends on axioms: [propext, Classical.choice, Quot.sound]
'EdmistonRuedenbergExchange.localised_iff_min_exchange' depends on axioms: [propext, Classical.choice, Quot.sound]
'EdmistonRuedenbergExchange.selfRepulsion_le' depends on axioms: [propext, Classical.choice, Quot.sound]
```

## How the proof follows the derivation

**Mixing.** `orthonormal_mix` and `density_mix` regroup matrix products. The first reduces $Uuu^\dagger U^\dagger$ to $UU^\dagger=1$. The second removes $U^\dagger U$ from the middle of $u^\dagger U^\dagger Uu$.

**Single exchange integrals.** `exchange_self` uses $z^*z=|z|^2$ at each of the two grid points. In `exchange_im`, `Finset.sum_comm` exchanges the two particles after conjugation, the symmetry hypothesis restores the kernel, and `ring` reorders the factors.

**Total exchange.** `sum_exchange` has two parts. The step `key` expands $v|\gamma|^2$ at fixed $x,y$ into the double sum over orbitals, with `Finset.sum_mul_sum` multiplying out the two factors. The step `swap` moves the grid sums outside the orbital sums by four exchanges of neighbouring sums. `sum_exchange_mix` then rewrites both sides in terms of the density matrix and applies `density_mix`.

**The balance.** `sum_exchange_split` separates the term $b=a$ from each inner sum with `Finset.add_sum_erase` and identifies it through `exchange_self`. `selfRepulsion_gain` inserts this splitting into the invariance, and `linear_combination` performs the rearrangement.

**Optimal mixtures.** `localised_iff_min_exchange` takes the real part of the balance for an arbitrary unitary $V$ and for $U$. Each direction is then a linear inequality, which `linarith` closes.

**The bound.** In `selfRepulsion_le`, the step `pos` splits the real part of an exchange integral into the contributions of $p$ and $q$ and applies the kernel condition to each. The step `off` sums these over pairs with $a\ne b$. The splitting of the total exchange, written with the unchanged density matrix, gives the inequality.
